# A parallel magnetic field raises spin-1/2 pair creation and lowers scalar pair creation in a constant electric field

Let a constant, uniform electric field $E>0$ create pairs of particles of mass $m$ and charge $\pm e$, and add a constant magnetic field $B>0$ parallel to it. With $x=\pi B/E$ in units where $c=1$, the mean number of pairs created per volume and time is multiplied by

$$\frac{x}{\sinh x}<1\quad\text{(scalar)},\qquad x\coth x>1\quad\text{(spin-1/2, } g=2).$$

Both factors follow from summing the known tunnelling factor of a single mode over the Landau levels. They show how spin changes vacuum pair creation in quantum electrodynamics, for prescribed constant fields and without interaction between the created particles.

## Summing the Landau levels

Set $\hbar=c=1$ and write $f=eE$, $b=eB$ with $e>0$, so that $x=\pi b/f$. The magnetic field quantises the transverse motion. The squared transverse mass of level $n=0,1,2,\dots$ is

$$m^2+(2n+1+s)\,b,$$

with $s=0$ for a scalar and $s=\pm1$ for the two spin states. The value $g=2$ makes the magnetic-moment shift as large as the zero-point term $b$, so the lowest level with $s=-1$ has transverse mass $m$.

A mode of squared transverse mass $M^2$ yields $e^{-\pi M^2/f}$ pairs on average. There are $b/2\pi$ transverse modes per area and level, and the electric field contributes $f/2\pi$ modes per length and time. The rate in one spin state is therefore

$$W_s=\frac{b}{2\pi}\,\frac{f}{2\pi}\sum_{n=0}^\infty e^{-\pi[m^2+(2n+1+s)b]/f}
=\frac{bf}{4\pi^2}\,e^{-\pi m^2/f}\,e^{-sx}\sum_{n=0}^\infty e^{-(2n+1)x}.$$

The last sum is a geometric series with ratio $e^{-2x}<1$:

$$\sum_{n=0}^\infty e^{-(2n+1)x}=\frac{e^{-x}}{1-e^{-2x}}=\frac{1}{e^x-e^{-x}}=\frac1{2\sinh x}.$$

Inserting $b=fx/\pi$ gives

$$W_s=W_{\rm el}\,\frac{x}{\sinh x}\,e^{-sx},\qquad W_{\rm el}=\frac{f^2}{8\pi^3}\,e^{-\pi m^2/f}.$$

Here $W_{\rm el}$ is the rate per spin state without a magnetic field. It also results from integrating the tunnelling factor over continuous transverse momentum, since $\int d^2p\,e^{-\pi p^2/f}=f$.

The scalar rate is $W_0=W_{\rm el}\,x/\sinh x$. The spin-1/2 rate is

$$W_1+W_{-1}=W_{\rm el}\,\frac{x}{\sinh x}\,(e^{-x}+e^{x})=2W_{\rm el}\,x\coth x.$$

The hyperbolic cotangent can also be read off from the levels. The level $n=0$, $s=-1$ is unpaired and contributes $1$. Each higher level with $s=-1$ coincides with the next lower one with $s=+1$, so the remaining factors count twice:

$$1+2\sum_{n=0}^\infty e^{-2(n+1)x}=1+\frac{e^{-x}}{\sinh x}=\frac{\sinh x+e^{-x}}{\sinh x}=\coth x,$$

because $e^{-x}=\cosh x-\sinh x$.

## Bounds on the two factors

Let $h(y)=y\cosh y-\sinh y$. Then $h(0)=0$ and

$$h'(y)=\cosh y+y\sinh y-\cosh y=y\sinh y>0\qquad(y>0),$$

so $\sinh x<x\cosh x$ for $x>0$, which is $x\coth x>1$. Likewise $\sinh y-y$ vanishes at $y=0$ and has derivative $\cosh y-1>0$ for $y>0$, so $x<\sinh x$ and $x/\sinh x<1$.

The first inequality also gives $1/\cosh x<x/\sinh x$. Hence $x/\sinh x$ lies between $1/\cosh x$ and $1$ and tends to $1$ as $x\to0^+$. Since $e^{-sx}\to1$ as well, $W_s\to W_{\rm el}$ when the magnetic field is switched off.

## Equal field strengths at an angle

Suppose that the laboratory fields have equal strength $F$ and enclose an angle of $60^\circ$. A boost leads to a frame in which they are parallel. The invariants $E^2-B^2=0$ and $\mathbf E\cdot\mathbf B=F^2/2$ fix both strengths there to $F/\sqrt2$. Thus $f=eF/\sqrt2$ and $x=\pi$, and the factors are

$$\frac{\pi}{\sinh\pi}\approx0.272,\qquad \pi\coth\pi\approx3.15.$$

The scalar rate is $0.272\,W_{\rm el}$ and the spin-1/2 rate is $3.15\times2W_{\rm el}$, with $W_{\rm el}$ taken at $f=eF/\sqrt2$. The number of pairs per volume and time is Lorentz invariant, so these rates hold in the laboratory too. The two factors don't compare them with the laboratory electric field acting alone, for which $f=eF$ and $W_{\rm el}$ is larger. The boost and the numbers are ordinary physics added here; the formal development begins with fields that are already parallel.

## Levels and rates as Lean definitions

```lean
import Mathlib

open Real Filter Topology

namespace ParallelFieldPairCreation

noncomputable section
```

All quantities are real numbers in natural units. The letters `f` and `b` stand for $eE$ and $eB$, not for the fields themselves.

```lean
/-- Squared transverse mass of Landau level `n` for a particle of mass `m` in a magnetic field with
`b = eB > 0`; `s = 0` for a scalar and `s = 1` or `s = -1` for the two spin states at `g = 2`. -/
def transverseMassSq (m b s : ℝ) (n : ℕ) : ℝ := m ^ 2 + (2 * n + 1 + s) * b
```

The level index `n` is a natural number starting at zero. The spin label `s` may be any real number, although only $0$ and $\pm1$ are used for the physical rates.

```lean
/-- Pairs created per volume and time in one spin state, for `f = eE > 0` and `b = eB > 0`:
Landau degeneracy times the sum of the tunnelling factors of all levels. -/
def pairRate (m f b s : ℝ) : ℝ :=
  b / (2 * π) * (f / (2 * π)) * ∑' n : ℕ, exp (-π * transverseMassSq m b s n / f)
```

This is $W_s$, with `∑'` denoting the infinite sum. The tunnelling factor and the mode densities enter by definition. The step from here to real particles is the solution of the Klein–Gordon or Dirac equation in the two fields, which supplies the mean pair number $e^{-\pi M^2/f}$ of each mode.

"Rate" means the mean number of pairs. The decay rate of the vacuum is a different quantity, with further exponential terms.

```lean
/-- Pair-creation rate of scalar particles in parallel fields, for `f > 0` and `b > 0`. -/
def scalarRate (m f b : ℝ) : ℝ := pairRate m f b 0

/-- Pair-creation rate of spin-1/2 particles in parallel fields, summed over both spin states,
for `f > 0` and `b > 0`. -/
def spinorRate (m f b : ℝ) : ℝ := pairRate m f b 1 + pairRate m f b (-1)
```

The scalar rate takes $s=0$, and the spin-1/2 rate adds the two spin states.

```lean
/-- Pair-creation rate per spin state in a purely electric field with `f = eE > 0`. -/
def electricRate (m f : ℝ) : ℝ := f ^ 2 / (8 * π ^ 3) * exp (-π * m ^ 2 / f)
```

This is $W_{\rm el}$. It counts one spin state, so the spin-1/2 rate in a purely electric field is `2 * electricRate m f`.

## The two Landau sums

```lean
/-- The scalar Landau sum: for `x > 0` the factors `exp (-(2n+1)x)` add up to
`1 / (2 sinh x)`. -/
theorem scalar_landau_sum {x : ℝ} (hx : 0 < x) :
    HasSum (fun n : ℕ => exp (-(2 * (n : ℝ) + 1) * x)) (1 / (2 * sinh x)) := by
  have hr : exp (-2 * x) < 1 := Real.exp_lt_one_iff.mpr (by linarith)
  have h := (hasSum_geometric_of_lt_one (Real.exp_pos (-2 * x)).le hr).mul_left (exp (-x))
  have e : (fun n : ℕ => exp (-(2 * (n : ℝ) + 1) * x))
      = fun n : ℕ => exp (-x) * exp (-2 * x) ^ n := by
    funext n
    rw [← Real.exp_nat_mul, ← Real.exp_add]
    congr 1
    ring
  -- the geometric denominator is a hyperbolic sine up to a factor `exp (-x)`
  have h1 : exp (-x) * exp x = 1 := by rw [← Real.exp_add]; simp
  have h2 : exp (-2 * x) = exp (-x) * exp (-x) := by
    rw [← Real.exp_add]
    congr 1
    ring
  have h3 : 1 - exp (-2 * x) = exp (-x) * (2 * sinh x) := by
    rw [Real.sinh_eq]
    linear_combination -h1 - h2
  have h4 : exp (-x) * (1 - exp (-2 * x))⁻¹ = 1 / (2 * sinh x) := by
    rw [h3, mul_inv, ← mul_assoc, mul_inv_cancel₀ (Real.exp_pos (-x)).ne', one_mul, one_div]
  rw [e, ← h4]
  exact h
```

`HasSum` says that the series converges, and to the stated number. The proof writes each term as $e^{-x}(e^{-2x})^n$ and applies Mathlib's geometric series, whose condition is `hr`. Step `h3` is the identity $1-e^{-2x}=e^{-x}\cdot2\sinh x$, and `h4` cancels the common factor $e^{-x}$.

```lean
/-- The spinor Landau sum: for `x > 0`, one unpaired lowest level and doubly counted higher
levels give `coth x`. -/
theorem spinor_landau_sum {x : ℝ} (hx : 0 < x) :
    1 + 2 * ∑' n : ℕ, exp (-2 * ((n : ℝ) + 1) * x) = cosh x / sinh x := by
  have hs : sinh x ≠ 0 := (Real.sinh_pos_iff.mpr hx).ne'
  have e : (fun n : ℕ => exp (-2 * ((n : ℝ) + 1) * x))
      = fun n : ℕ => exp (-x) * exp (-(2 * (n : ℝ) + 1) * x) := by
    funext n
    rw [← Real.exp_add]
    congr 1
    ring
  rw [e, ((scalar_landau_sum hx).mul_left (exp (-x))).tsum_eq, ← Real.cosh_sub_sinh]
  linear_combination -(mul_inv_cancel₀ hs)
```

The doubly counted levels appear as $e^{-2(n+1)x}$ with $n$ starting at zero. Taking out $e^{-x}$ leaves the scalar sum. The replacement of $e^{-x}$ by $\cosh x-\sinh x$ then gives $\cosh x/\sinh x$, the form in which the code writes $\coth x$.

## Monotonicity and the bounds

```lean
/-- For `x > 0`, `sinh x` lies below `x cosh x`. -/
theorem sinh_lt_mul_cosh {x : ℝ} (hx : 0 < x) : sinh x < x * cosh x := by
  have hd : ∀ y : ℝ, HasDerivAt (fun y => y * cosh y - sinh y) (y * sinh y) y := by
    intro y
    exact (((hasDerivAt_id' y).fun_mul (Real.hasDerivAt_cosh y)).fun_sub
      (Real.hasDerivAt_sinh y)).congr_deriv (by ring)
  have hmono : StrictMonoOn (fun y : ℝ => y * cosh y - sinh y) (Set.Ici 0) := by
    apply strictMonoOn_of_deriv_pos (convex_Ici 0)
    · exact fun y _ => (hd y).continuousAt.continuousWithinAt
    · intro y hy
      rw [interior_Ici] at hy
      rw [(hd y).deriv]
      exact mul_pos hy (Real.sinh_pos_iff.mpr hy)
  have h := hmono (Set.mem_Ici.mpr le_rfl) (Set.mem_Ici.mpr hx.le) hx
  simp only [Real.sinh_zero, zero_mul, sub_zero] at h
  linarith
```

Here `hd` computes the derivative of $h$, and `hmono` concludes from its positive sign that $h$ increases strictly on $[0,\infty)$. Comparing $h(0)=0$ with $h(x)$ gives the claim.

```lean
/-- For `x > 0` the spinor factor `x coth x` exceeds one and the scalar factor `x / sinh x`
is below one. -/
theorem field_factors {x : ℝ} (hx : 0 < x) :
    1 < x * cosh x / sinh x ∧ x / sinh x < 1 := by
  have hs : 0 < sinh x := Real.sinh_pos_iff.mpr hx
  exact ⟨(one_lt_div hs).mpr (sinh_lt_mul_cosh hx),
    (div_lt_one hs).mpr (Real.self_lt_sinh_iff.mpr hx)⟩
```

Both bounds are divided by $\sinh x>0$. The second one, $x<\sinh x$, is taken from Mathlib.

## Rates in closed form

```lean
/-- For `f, b > 0` and `x = πb/f`, the rate in one spin state is the purely electric rate times
`(x / sinh x) exp (-s x)`. -/
theorem pairRate_eq (m s : ℝ) {f b : ℝ} (hf : 0 < f) (hb : 0 < b) :
    pairRate m f b s = electricRate m f *
      (π * b / f / sinh (π * b / f) * exp (-s * (π * b / f))) := by
  have hx : 0 < π * b / f := div_pos (mul_pos Real.pi_pos hb) hf
  -- the mass and the spin shift factor out of the Landau sum
  have e : (fun n : ℕ => exp (-π * transverseMassSq m b s n / f))
      = fun n : ℕ => exp (-π * m ^ 2 / f) * exp (-s * (π * b / f)) *
          exp (-(2 * (n : ℝ) + 1) * (π * b / f)) := by
    funext n
    rw [← Real.exp_add, ← Real.exp_add]
    congr 1
    unfold transverseMassSq
    ring
  have hc : b / (2 * π) * (f / (2 * π)) / 2 = f ^ 2 / (8 * π ^ 3) * (π * b / f) := by
    field_simp
    ring
  unfold pairRate electricRate
  rw [e, ((scalar_landau_sum hx).mul_left _).tsum_eq]
  linear_combination
    (exp (-π * m ^ 2 / f) * exp (-s * (π * b / f)) / sinh (π * b / f)) * hc
```

This is the formula $W_s=W_{\rm el}\,(x/\sinh x)\,e^{-sx}$. Step `e` splits the exponential into a mass factor, a spin factor and a term of the scalar sum. Step `hc` is the conversion of prefactors that follows from $b=fx/\pi$. The final `linear_combination` multiplies `hc` by the remaining factors.

```lean
/-- For `f, b > 0` and `x = πb/f`, the spin-1/2 rate is twice the purely electric rate per spin
state, times `x coth x`. -/
theorem spinorRate_eq (m : ℝ) {f b : ℝ} (hf : 0 < f) (hb : 0 < b) :
    spinorRate m f b = 2 * electricRate m f *
      (π * b / f * cosh (π * b / f) / sinh (π * b / f)) := by
  unfold spinorRate
  rw [pairRate_eq m 1 hf hb, pairRate_eq m (-1) hf hb, Real.cosh_eq]
  simp only [neg_mul, one_mul, neg_neg]
  ring
```

The proof applies the previous formula to $s=1$ and $s=-1$ and recognises $e^{-x}+e^{x}$ as $2\cosh x$. It does not go through the spinor Landau sum, which expresses the same counting arranged by level.

## Comparison with the purely electric rates

```lean
/-- A magnetic field parallel to the electric field (`f, b > 0`) lowers the pair-creation rate
of scalar particles and raises that of spin-1/2 particles, relative to the purely electric
rates. -/
theorem scalar_suppressed_spinor_enhanced (m : ℝ) {f b : ℝ} (hf : 0 < f) (hb : 0 < b) :
    scalarRate m f b < electricRate m f ∧ 2 * electricRate m f < spinorRate m f b := by
  have hx : 0 < π * b / f := div_pos (mul_pos Real.pi_pos hb) hf
  have hZ : 0 < electricRate m f := by
    unfold electricRate
    positivity
  obtain ⟨h1, h2⟩ := field_factors hx
  constructor
  · unfold scalarRate
    rw [pairRate_eq m 0 hf hb]
    simp only [neg_zero, zero_mul, Real.exp_zero, mul_one]
    exact mul_lt_of_lt_one_right hZ h2
  · rw [spinorRate_eq m hf hb]
    exact lt_mul_of_one_lt_right (by linarith) h1
```

For every real `m`, including zero, and all positive `f` and `b`, the scalar rate lies strictly below `electricRate m f`, and the spin-1/2 rate lies strictly above twice that value. The proof multiplies the bounds on the two factors by the positive electric rate `hZ`.

The condition `0 < b` can't be relaxed to `0 ≤ b`. At $b=0$ the Landau degeneracy in `pairRate` vanishes, so `spinorRate m f 0` is zero, and the second inequality would claim that $2W_{\rm el}$ is negative. The physical rate per spin state at zero magnetic field is the limit of `pairRate` as $b\to0^+$, not its formal value at $b=0$.

## Switching off the magnetic field

The limit justifies the reference rate used in the comparison: `pairRate m f b s`, the Landau sum times the mode densities, approaches `electricRate m f` in each spin state. The notation `𝓝[>] 0` means that `b` approaches zero through positive values.

```lean
/-- For `f > 0`, the Landau-level rate in each spin state tends to the purely electric rate as
the magnetic field is switched off. -/
theorem pairRate_tendsto (m s : ℝ) {f : ℝ} (hf : 0 < f) :
    Tendsto (fun b => pairRate m f b s) (𝓝[>] 0) (𝓝 (electricRate m f)) := by
  have hx : Tendsto (fun b : ℝ => π * b / f) (𝓝[>] 0) (𝓝[>] 0) := by
    refine tendsto_nhdsWithin_iff.mpr ⟨?_, ?_⟩
    · have hc : Continuous fun b : ℝ => π * b / f := by fun_prop
      exact (hc.tendsto' 0 0 (by simp)).mono_left nhdsWithin_le_nhds
    · filter_upwards [self_mem_nhdsWithin] with b hb
      exact Set.mem_Ioi.mpr (div_pos (mul_pos Real.pi_pos hb) hf)
  -- squeeze `x / sinh x` between `1 / cosh x` and `1`
  have hl : Tendsto (fun x : ℝ => 1 / cosh x) (𝓝[>] 0) (𝓝 1) := by
    have hc : Continuous fun x : ℝ => 1 / cosh x :=
      continuous_const.div Real.continuous_cosh fun x => (Real.cosh_pos x).ne'
    exact (hc.tendsto' 0 1 (by simp)).mono_left nhdsWithin_le_nhds
  have hq : Tendsto (fun x : ℝ => x / sinh x) (𝓝[>] 0) (𝓝 1) := by
    refine tendsto_of_tendsto_of_tendsto_of_le_of_le' hl tendsto_const_nhds ?_ ?_
    · filter_upwards [self_mem_nhdsWithin] with x hx0
      rw [div_le_div_iff₀ (Real.cosh_pos x) (Real.sinh_pos_iff.mpr hx0), one_mul]
      exact (sinh_lt_mul_cosh hx0).le
    · filter_upwards [self_mem_nhdsWithin] with x hx0
      exact (field_factors hx0).2.le
  have he : Tendsto (fun x : ℝ => exp (-s * x)) (𝓝[>] 0) (𝓝 1) := by
    have hc : Continuous fun x : ℝ => exp (-s * x) := by fun_prop
    exact (hc.tendsto' 0 1 (by simp)).mono_left nhdsWithin_le_nhds
  have h := ((hq.mul he).comp hx).const_mul (electricRate m f)
  rw [mul_one, mul_one] at h
  refine h.congr' ?_
  filter_upwards [self_mem_nhdsWithin] with b hb
  exact (pairRate_eq m s hf hb).symm

end

end ParallelFieldPairCreation
```

Step `hx` shows that $x=\pi b/f$ tends to zero from above together with $b$. The squeeze between $1/\cosh x$ and $1$ is `hq`, and `he` is the limit of the spin factor. Their product, multiplied by the electric rate, agrees with `pairRate m f b s` for every positive `b` by the closed form, so the two have the same limit.

```lean
#print axioms ParallelFieldPairCreation.spinor_landau_sum
#print axioms ParallelFieldPairCreation.scalar_suppressed_spinor_enhanced
#print axioms ParallelFieldPairCreation.pairRate_tendsto
```

```
'ParallelFieldPairCreation.spinor_landau_sum' depends on axioms: [propext, Classical.choice, Quot.sound]
'ParallelFieldPairCreation.scalar_suppressed_spinor_enhanced' depends on axioms: [propext, Classical.choice, Quot.sound]
'ParallelFieldPairCreation.pairRate_tendsto' depends on axioms: [propext, Classical.choice, Quot.sound]
```
